# Cayley form of the scattering matrix when E is not an eigenvalue of H

Let `n` label finitely many levels and `m` finitely many channels. H is the complex Hamiltonian matrix of the closed system, E a real energy, and W an `n` × `m` matrix of coupling amplitudes. Wᴴ denotes the conjugate transpose.

```lean
import Mathlib

open Matrix
open Complex (I)
open scoped ComplexOrder ComplexConjugate

namespace KMatrixCayley

noncomputable section

variable {n m : Type*} [Fintype n] [DecidableEq n] [Fintype m] [DecidableEq m]
```

Write A for the closed-system matrix:

A = E − H

In Lean, E multiplies the identity matrix.

```lean
/-- The matrix `E - H` of the closed system at real energy `E`. -/
def shifted (E : ℝ) (H : Matrix n n ℂ) : Matrix n n ℂ := (E : ℂ) • 1 - H
```

Opening the system adds a width term:

D = A + iWWᴴ/2

Thus D = E − (H − iWWᴴ/2), the convention in which open levels decay. The channel density of states is absorbed into W, and any Hermitian level shift must already be in H.

```lean
/-- The matrix `E - H + i W Wᴴ / 2` of the system opened to the channels by the coupling `W`. -/
def effective (E : ℝ) (H : Matrix n n ℂ) (W : Matrix n m ℂ) : Matrix n n ℂ :=
  shifted E H + (I / 2) • (W * Wᴴ)
```

The K-matrix combines the coupling W with the inverse of the closed-system matrix:

K = −½ WᴴA⁻¹W

```lean
/-- The K-matrix `-(1/2) Wᴴ (E - H)⁻¹ W`, meaningful where `E - H` is invertible. -/
def kMatrix (E : ℝ) (H : Matrix n n ℂ) (W : Matrix n m ℂ) : Matrix m m ℂ :=
  (-(1 / 2) : ℂ) • (Wᴴ * (shifted E H)⁻¹ * W)
```

The scattering matrix uses the open one, with G = D⁻¹:

S = 1 − iWᴴGW

Since S is defined without K, the Cayley form is a relation to be proved. There is no direct background scattering in this model.

```lean
/-- The scattering matrix `1 - i Wᴴ G W`, with `G` the inverse of `E - H + i W Wᴴ / 2`,
meaningful where that inverse exists. -/
def sMatrix (E : ℝ) (H : Matrix n n ℂ) (W : Matrix n m ℂ) : Matrix m m ℂ :=
  1 - I • (Wᴴ * (effective E H W)⁻¹ * W)
```

## Invertibility of the open system

From here until the single-level case, assume that H is Hermitian. Since E is real, Aᴴ = A, and therefore, where A⁻¹ exists,

Kᴴ = −½ Wᴴ(A⁻¹)ᴴW = K.

The proof rewrites the conjugate transpose factor by factor.

```lean
omit [Fintype m] [DecidableEq m] in
/-- For a Hermitian Hamiltonian and real energy the K-matrix is Hermitian. -/
theorem kMatrix_isHermitian (E : ℝ) {H : Matrix n n ℂ} (hH : H.IsHermitian)
    (W : Matrix n m ℂ) : (kMatrix E H W).IsHermitian := by
  have hA : (shifted E H)ᴴ = shifted E H := by
    simp [shifted, hH.eq]
  have hs : star (-(1 / 2) : ℂ) = -(1 / 2) := by simp
  unfold Matrix.IsHermitian kMatrix
  rw [conjTranspose_smul, conjTranspose_mul, conjTranspose_mul, conjTranspose_conjTranspose,
    conjTranspose_nonsing_inv, hA, hs, ← Matrix.mul_assoc]
```

For any Hermitian K,

(1 + iK)(1 − iK) = 1 + K² = 1 + KᴴK.

For a nonzero vector v, the quadratic form of the right side is ‖v‖² + ‖Kv‖² > 0. The product is therefore invertible, and so is its factor 1 − iK. In Lean, `hp` supplies positivity, `hf` the factorisation, and determinants pass invertibility to the factor.

```lean
/-- For Hermitian `K` the matrix `1 - iK` is invertible. -/
theorem isUnit_one_sub {K : Matrix m m ℂ} (hK : K.IsHermitian) : IsUnit (1 - I • K) := by
  -- `(1 + iK)(1 - iK) = 1 + Kᴴ K` is positive definite
  have hp : (1 + Kᴴ * K).PosDef :=
    Matrix.PosDef.one.add_posSemidef (posSemidef_conjTranspose_mul_self K)
  have hf : (1 + I • K) * (1 - I • K) = 1 + Kᴴ * K := by
    have hX : ∀ X : Matrix m m ℂ, (1 + X) * (1 - X) = 1 - X * X := fun X => by
      noncomm_ring
    have hI : (I • K) * (I • K) = -(K * K) := by
      rw [Matrix.smul_mul, Matrix.mul_smul, smul_smul, Complex.I_mul_I, neg_one_smul]
    rw [hK.eq, hX, hI, sub_neg_eq_add]
  have h := hp.isUnit
  rw [← hf, Matrix.isUnit_iff_isUnit_det, det_mul] at h
  exact (Matrix.isUnit_iff_isUnit_det _).mpr (isUnit_of_mul_isUnit_right h)
```

Now assume that A is invertible, written `IsUnit (shifted E H)`: E is not an eigenvalue of H. Factor out A:

D = A(1 + A⁻¹W · (i/2)Wᴴ)

The identity det(1 + XY) = det(1 + YX) moves the second factor to channel space, where it becomes 1 + (i/2)WᴴA⁻¹W = 1 − iK. Hence

det D = det A · det(1 − iK) ≠ 0.

These two steps are `hfac` and `hdual`.

```lean
/-- If `H` is Hermitian and `E - H` is invertible at the real energy `E`, then
`E - H + i W Wᴴ / 2` is invertible. -/
theorem isUnit_effective {E : ℝ} {H : Matrix n n ℂ} (hH : H.IsHermitian)
    (hE : IsUnit (shifted E H)) (W : Matrix n m ℂ) : IsUnit (effective E H W) := by
  have hdet := (Matrix.isUnit_iff_isUnit_det _).mp hE
  have hA := Matrix.mul_nonsing_inv (shifted E H) hdet
  -- factor out `E - H`
  have hfac : effective E H W =
      shifted E H * (1 + ((shifted E H)⁻¹ * W) * ((I / 2) • Wᴴ)) := by
    rw [Matrix.mul_add, Matrix.mul_one, Matrix.mul_smul, Matrix.mul_smul,
      Matrix.mul_assoc _ W, ← Matrix.mul_assoc (shifted E H), hA, Matrix.one_mul]
    rfl
  -- exchanging the factors leads from level space to channel space
  have hdual : 1 + ((I / 2) • Wᴴ) * ((shifted E H)⁻¹ * W) = 1 - I • kMatrix E H W := by
    unfold kMatrix
    rw [Matrix.smul_mul, ← Matrix.mul_assoc]
    module
  rw [Matrix.isUnit_iff_isUnit_det, hfac, det_mul, det_one_add_mul_comm, hdual]
  exact hdet.mul ((Matrix.isUnit_iff_isUnit_det _).mp
    (isUnit_one_sub (kMatrix_isHermitian E hH W)))
```

## From G to K

Multiplying D by A⁻¹W gives

DA⁻¹W = W + (i/2)WWᴴA⁻¹W = W(1 − iK).

This identity needs A to be invertible, but not H to be Hermitian.

```lean
/-- Push-through identity: where `E - H` is invertible,
`(E - H + i W Wᴴ / 2) (E - H)⁻¹ W = W (1 - iK)`. -/
theorem push_through {E : ℝ} {H : Matrix n n ℂ} (hE : IsUnit (shifted E H))
    (W : Matrix n m ℂ) :
    effective E H W * ((shifted E H)⁻¹ * W) = W * (1 - I • kMatrix E H W) := by
  have hA := Matrix.mul_nonsing_inv (shifted E H) ((Matrix.isUnit_iff_isUnit_det _).mp hE)
  unfold effective kMatrix
  rw [Matrix.add_mul, ← Matrix.mul_assoc (shifted E H), hA, Matrix.one_mul]
  simp only [Matrix.mul_sub, Matrix.mul_one, Matrix.mul_smul, Matrix.smul_mul, Matrix.mul_assoc]
  module
```

Multiply on the left by WᴴG:

WᴴGW(1 − iK) = WᴴA⁻¹W = −2K

Substitution into S gives

S(1 − iK) = 1 − iK + 2iK = 1 + iK.

The code obtains the first line as `h2`, and `module` collects the scalar multiples of K.

```lean
/-- For Hermitian `H` and `E - H` invertible, `S (1 - iK) = 1 + iK`. -/
theorem sMatrix_mul {E : ℝ} {H : Matrix n n ℂ} (hH : H.IsHermitian)
    (hE : IsUnit (shifted E H)) (W : Matrix n m ℂ) :
    sMatrix E H W * (1 - I • kMatrix E H W) = 1 + I • kMatrix E H W := by
  have hG := Matrix.nonsing_inv_mul (effective E H W)
    ((Matrix.isUnit_iff_isUnit_det _).mp (isUnit_effective hH hE W))
  have h1 : (shifted E H)⁻¹ * W =
      (effective E H W)⁻¹ * (W * (1 - I • kMatrix E H W)) := by
    rw [← push_through hE, ← Matrix.mul_assoc (effective E H W)⁻¹, hG, Matrix.one_mul]
  have h2 : Wᴴ * (effective E H W)⁻¹ * W * (1 - I • kMatrix E H W) =
      (-2 : ℂ) • kMatrix E H W := by
    have h3 : Wᴴ * (effective E H W)⁻¹ * W * (1 - I • kMatrix E H W) =
        Wᴴ * ((shifted E H)⁻¹ * W) := by
      rw [h1]
      simp only [Matrix.mul_assoc]
    rw [h3, ← Matrix.mul_assoc]
    unfold kMatrix
    module
  unfold sMatrix
  rw [Matrix.sub_mul, Matrix.one_mul, Matrix.smul_mul, h2]
  module
```

Multiplying on the right by (1 − iK)⁻¹ yields

S = (1 + iK)(1 − iK)⁻¹.

The theorem states this equality together with the invertibility of D, for every W.

```lean
/-- Cayley form: for Hermitian `H`, real `E` and `E - H` invertible, the matrix
`E - H + i W Wᴴ / 2` is invertible and `S = (1 + iK)(1 - iK)⁻¹`. -/
theorem sMatrix_eq_cayley {E : ℝ} {H : Matrix n n ℂ} (hH : H.IsHermitian)
    (hE : IsUnit (shifted E H)) (W : Matrix n m ℂ) :
    IsUnit (effective E H W) ∧
      sMatrix E H W = (1 + I • kMatrix E H W) * (1 - I • kMatrix E H W)⁻¹ := by
  refine ⟨isUnit_effective hH hE W, ?_⟩
  have hD := (Matrix.isUnit_iff_isUnit_det _).mp
    (isUnit_one_sub (kMatrix_isHermitian E hH W))
  rw [← sMatrix_mul hH hE W, Matrix.mul_assoc, Matrix.mul_nonsing_inv _ hD, Matrix.mul_one]
```

As a numerical instance, take E = 0, H = diag(−1, −2) and W = (1, 1)ᵀ. Then A = diag(1, 2), and

K = −½(1 + ½) = −3/4,

S = (1 − 3i/4)/(1 + 3i/4) = (7 − 24i)/25.

Directly from D, det D = 2 + 3i/2 and WᴴGW = 3/(2 + 3i/2), so 1 − iWᴴGW = (4 − 3i)/(4 + 3i), the same number. Its modulus is 1.

## Unitarity and recovery of K

Since (1 − iK)ᴴ = 1 + iK, and these two matrices commute,

SᴴS = (1 + iK)⁻¹(1 − iK)(1 + iK)(1 − iK)⁻¹ = 1.

Invertibility of 1 + iK comes from applying the earlier lemma to −K. For non-interacting transport through finitely many levels, this is conservation of probability flux among the channels.

```lean
/-- For Hermitian `H` and `E - H` invertible at real `E`, the scattering matrix is unitary. -/
theorem sMatrix_unitary {E : ℝ} {H : Matrix n n ℂ} (hH : H.IsHermitian)
    (hE : IsUnit (shifted E H)) (W : Matrix n m ℂ) :
    (sMatrix E H W)ᴴ * sMatrix E H W = 1 := by
  have hK := kMatrix_isHermitian E hH W
  rw [(sMatrix_eq_cayley hH hE W).2]
  generalize kMatrix E H W = K at hK ⊢
  have hD := (Matrix.isUnit_iff_isUnit_det _).mp (isUnit_one_sub hK)
  have hPu : IsUnit (1 + I • K) := by
    simpa [sub_eq_add_neg] using isUnit_one_sub hK.neg
  have hP := (Matrix.isUnit_iff_isUnit_det _).mp hPu
  have hDH : (1 - I • K)ᴴ = 1 + I • K := by
    simp [conjTranspose_sub, conjTranspose_smul, hK.eq]
  have hPH : (1 + I • K)ᴴ = 1 - I • K := by
    rw [← hDH, conjTranspose_conjTranspose]
  have hcomm : (1 - I • K) * (1 + I • K) = (1 + I • K) * (1 - I • K) := by
    simp only [Matrix.add_mul, Matrix.sub_mul, Matrix.mul_add, Matrix.mul_sub,
      Matrix.one_mul, Matrix.mul_one]
    abel
  rw [conjTranspose_mul, conjTranspose_nonsing_inv, hDH, hPH]
  calc (1 + I • K)⁻¹ * (1 - I • K) * ((1 + I • K) * (1 - I • K)⁻¹)
      = (1 + I • K)⁻¹ * ((1 - I • K) * (1 + I • K)) * (1 - I • K)⁻¹ := by
        simp only [Matrix.mul_assoc]
    _ = ((1 + I • K)⁻¹ * (1 + I • K)) * ((1 - I • K) * (1 - I • K)⁻¹) := by
        rw [hcomm]
        simp only [Matrix.mul_assoc]
    _ = 1 := by
        rw [Matrix.nonsing_inv_mul _ hP, Matrix.mul_nonsing_inv _ hD, Matrix.one_mul]
```

The relation S(1 − iK) = 1 + iK also gives

(1 + S)(1 − iK) = 2,

(S − 1)(1 − iK) = 2iK.

So (1 + S)⁻¹ = (1 − iK)/2, and K = −i(S − 1)(1 + S)⁻¹. The code proves the two products as `hinv` and `hsub`.

```lean
/-- For Hermitian `H` and `E - H` invertible, `1 + S` is invertible and the K-matrix is
recovered from the scattering matrix as `K = -i (S - 1)(1 + S)⁻¹`. -/
theorem kMatrix_eq_of_sMatrix {E : ℝ} {H : Matrix n n ℂ} (hH : H.IsHermitian)
    (hE : IsUnit (shifted E H)) (W : Matrix n m ℂ) :
    IsUnit (1 + sMatrix E H W) ∧
      kMatrix E H W = (-I) • ((sMatrix E H W - 1) * (1 + sMatrix E H W)⁻¹) := by
  have hS := sMatrix_mul hH hE W
  generalize kMatrix E H W = K at hS ⊢
  generalize sMatrix E H W = S at hS ⊢
  -- the inverse of `1 + S` is `(1 - iK) / 2`
  have hinv : (1 + S) * ((1 / 2 : ℂ) • (1 - I • K)) = 1 := by
    rw [Matrix.mul_smul, Matrix.add_mul, Matrix.one_mul, hS]
    module
  have hsub : (S - 1) * (1 - I • K) = (2 * I) • K := by
    rw [Matrix.sub_mul, Matrix.one_mul, hS]
    module
  refine ⟨(Matrix.isUnit_iff_isUnit_det _).mpr
    (Matrix.isUnit_det_of_right_inverse hinv), ?_⟩
  have hc : -I * (1 / 2) * (2 * I) = 1 := by
    linear_combination -Complex.I_mul_I
  rw [Matrix.inv_eq_right_inv hinv, Matrix.mul_smul, hsub]
  calc K = (-I * (1 / 2) * (2 * I)) • K := by rw [hc, one_smul]
    _ = (-I) • ((1 / 2 : ℂ) • ((2 * I) • K)) := by module
```

## One level, including resonance

For one level at a real energy ε and one channel with amplitude w ≠ 0, set d = E − ε + i|w|²/2. Its imaginary part is nonzero, so

S = 1 − i|w|²/d = (E − ε − i|w|²/2)/(E − ε + i|w|²/2).

This holds even at E = ε, where S = −1 and K is undefined. Lean assigns a singular matrix the inverse 0, so there the coded Cayley expression would give 1 instead.

In the proof, `key` checks the imaginary part, `fin_cases` reduces each 1 × 1 matrix equation to its entry, and `hval` is the scalar identity.

```lean
/-- Breit–Wigner form: one level `ε` coupled to one channel with amplitude `w ≠ 0` has
`S = (E - ε - i|w|²/2) / (E - ε + i|w|²/2)` at every real energy `E`. -/
theorem sMatrix_breitWigner (E ε : ℝ) {w : ℂ} (hw : w ≠ 0) :
    sMatrix E !![(ε : ℂ)] !![w] =
      !![((E : ℂ) - ε - I / 2 * (‖w‖ : ℂ) ^ 2) / ((E : ℂ) - ε + I / 2 * (‖w‖ : ℂ) ^ 2)] := by
  have hw' : w * conj w = (‖w‖ : ℂ) ^ 2 := by
    rw [Complex.mul_conj, Complex.normSq_eq_norm_sq]
    exact Complex.ofReal_pow _ _
  -- a nonzero width keeps the denominator off zero
  have key : ∀ a g : ℝ, g ≠ 0 → (a : ℂ) + I / 2 * (g : ℂ) ≠ 0 := by
    intro a g hg h
    apply hg
    have h' := congrArg Complex.im h
    simpa using h'
  have hd0 : (E : ℂ) - ε + I / 2 * (‖w‖ : ℂ) ^ 2 ≠ 0 := by
    have h := key (E - ε) (‖w‖ ^ 2) (pow_ne_zero 2 (norm_ne_zero_iff.mpr hw))
    push_cast at h
    exact h
  have hWW : !![w] * !![w]ᴴ = !![(‖w‖ : ℂ) ^ 2] := by
    ext i j
    fin_cases i
    fin_cases j
    rw [Matrix.mul_apply, Fin.sum_univ_one]
    exact hw'
  have heff : effective E !![(ε : ℂ)] !![w] =
      !![(E : ℂ) - ε + I / 2 * (‖w‖ : ℂ) ^ 2] := by
    rw [effective, hWW]
    ext i j
    fin_cases i
    fin_cases j
    simp [shifted]
  unfold sMatrix
  rw [heff]
  obtain ⟨d, hd⟩ : ∃ d : ℂ, d = (E : ℂ) - ε + I / 2 * (‖w‖ : ℂ) ^ 2 := ⟨_, rfl⟩
  rw [← hd] at hd0 ⊢
  have hinv : (!![d] : Matrix (Fin 1) (Fin 1) ℂ)⁻¹ = !![d⁻¹] := by
    apply Matrix.inv_eq_right_inv
    ext i j
    fin_cases i
    fin_cases j
    simp [Matrix.mul_apply, hd0]
  have hval : 1 - I * (conj w * d⁻¹ * w) =
      ((E : ℂ) - ε - I / 2 * (‖w‖ : ℂ) ^ 2) / d := by
    rw [eq_div_iff hd0]
    have hdd : d⁻¹ * d = 1 := inv_mul_cancel₀ hd0
    linear_combination hd - I * hw' - I * conj w * w * hdd
  rw [hinv, ← hval]
  ext i j
  fin_cases i
  fin_cases j
  simp [Matrix.mul_apply]

end

end KMatrixCayley
```

```lean
#print axioms KMatrixCayley.sMatrix_eq_cayley
#print axioms KMatrixCayley.sMatrix_unitary
#print axioms KMatrixCayley.kMatrix_eq_of_sMatrix
#print axioms KMatrixCayley.sMatrix_breitWigner
```

```
'KMatrixCayley.sMatrix_eq_cayley' depends on axioms: [propext, Classical.choice, Quot.sound]
'KMatrixCayley.sMatrix_unitary' depends on axioms: [propext, Classical.choice, Quot.sound]
'KMatrixCayley.kMatrix_eq_of_sMatrix' depends on axioms: [propext, Classical.choice, Quot.sound]
'KMatrixCayley.sMatrix_breitWigner' depends on axioms: [propext, Classical.choice, Quot.sound]
```
